# Symmetry operations under a unimodular change of basis and origin: transformation law and integrality

In one dimension, take the inversion x → −x + w and reverse the axis while moving the origin to p, so that x = −x' + p. The image of x is x' − p + w. Setting this equal to −x'' + p gives

x'' = −x' + (2p − w).

The linear part is still −1, and the translation vanishes when p = w/2, the inversion centre. In higher dimensions an inversion likewise keeps its linear part −I, but the linear parts of other operations can change.

## The law and where codes use it

Let P be an integer matrix with det P = ±1, and let x = P x' + p relate old and new fractional coordinates. The operation x → W x + w becomes x' → V x' + v, with

V = P⁻¹ W P
v = P⁻¹ (w + (W − I) p),

and V is integral exactly when W is. The columns of P are the new basis vectors in the old basis; a code with the inverse or transposed convention must convert first.

An electronic-structure code that replaces a skewed cell by a more compact one spanning the same lattice can use this law to carry known symmetry operations over to the new cell, instead of searching for them again. Linear parts stored as integer arrays then remain integer arrays.

## A glide reflection by hand

Write matrices by rows. Take P = [1 1; 0 1], W = [1 0; 0 −1], w = (1/2, 0) and p = (0, 1/4). Then P⁻¹ = [1 −1; 0 1], and

V = P⁻¹ [1 1; 0 −1] = [1 2; 0 −1]
v = P⁻¹ (1/2, −1/2) = (1, −1/2).

As a check, x' = 0 is the old point (0, 1/4), which the glide sends to (1/2, −1/4). Its new coordinates are P⁻¹ (1/2, −1/2) = (1, −1/2), as required.

## Derivation

Substitution gives W x + w = W P x' + W p + w. Equating this to P x'' + p and solving,

x'' = P⁻¹ W P x' + P⁻¹ (w + (W − I) p).

If another pair (V, v) describes the same operation, the two descriptions agree at every x', because P is invertible. At x' = 0 they give the same v; subtracting it leaves equal linear parts.

For integrality, det P = ±1 gives P an integer inverse Q. If W is integral, so is Q W P. If N = P⁻¹ W P is integral, so is W = P N Q.

Since w + (W − I) p = (W p + w) − p, the new translation is zero exactly when p is a fixed point of the operation.

Now let P be any integer matrix with det P ≠ 0, and suppose that conjugation keeps every integer matrix integral. Testing the matrix with a single 1 at position (i, j) shows that every product (P⁻¹)ₖᵢ Pⱼₗ is an integer. Let g be the greatest common divisor of the entries of P. By Bézout, g = Σ cⱼₗ Pⱼₗ with integer cⱼₗ, so

g (P⁻¹)ₖᵢ = Σ cⱼₗ (P⁻¹)ₖᵢ Pⱼₗ

is an integer. Write P = g U with U integral. Then U (g P⁻¹) = I is a product of integer matrices, so det U = ±1. Conversely, if P = g U with g an integer, U integral and det U = ±1, the factor g cancels in P⁻¹ M P = U⁻¹ M U.

## The Lean file

```lean
import Mathlib

open Matrix

namespace UnimodularBasisChange

noncomputable section

variable {n : Type*} [Fintype n] [DecidableEq n]

/-- An integer matrix read as a real matrix. -/
def toReal (P : Matrix n n ℤ) : Matrix n n ℝ := (Int.castRingHom ℝ).mapMatrix P

/-- A real matrix all of whose entries are integers. -/
def IsIntegerMatrix (W : Matrix n n ℝ) : Prop := ∃ M : Matrix n n ℤ, W = toReal M

/-- The operation `x ↦ W x + w` with linear part `W` and translation part `w`. -/
def act (W : Matrix n n ℝ) (w x : n → ℝ) : n → ℝ := W *ᵥ x + w

/-- The old coordinates `x = P x' + p` of the point with new coordinates `x'`. -/
def oldCoords (P : Matrix n n ℤ) (p x' : n → ℝ) : n → ℝ := toReal P *ᵥ x' + p

/-- The transformed linear part `P⁻¹ W P`. -/
def newLinear (P : Matrix n n ℤ) (W : Matrix n n ℝ) : Matrix n n ℝ :=
  (toReal P)⁻¹ * W * toReal P

/-- The transformed translation part `P⁻¹ (w + (W - I) p)`. -/
def newTranslation (P : Matrix n n ℤ) (p : n → ℝ) (W : Matrix n n ℝ) (w : n → ℝ) : n → ℝ :=
  (toReal P)⁻¹ *ᵥ (w + (W - 1) *ᵥ p)

/-- Products of integer matrices may be formed before or after passing to the reals. -/
theorem toReal_mul (A B : Matrix n n ℤ) : toReal (A * B) = toReal A * toReal B :=
  map_mul (Int.castRingHom ℝ).mapMatrix A B

/-- The determinant of an integer matrix is the same over the integers and over the reals. -/
theorem toReal_det (A : Matrix n n ℤ) : (toReal A).det = (A.det : ℝ) :=
  ((Int.castRingHom ℝ).map_det A).symm

/-- An integer matrix with nonzero determinant has a two-sided real inverse. -/
theorem toReal_inv_cancel {P : Matrix n n ℤ} (hP : P.det ≠ 0) :
    toReal P * (toReal P)⁻¹ = 1 ∧ (toReal P)⁻¹ * toReal P = 1 := by
  have hu : IsUnit (toReal P).det := by
    rw [toReal_det]
    exact isUnit_iff_ne_zero.mpr (by exact_mod_cast hP)
  exact ⟨Matrix.mul_nonsing_inv _ hu, Matrix.nonsing_inv_mul _ hu⟩

/-- If `det P ≠ 0`, the transformed linear part is the only matrix `X` with `W P = P X`. -/
theorem newLinear_eq_iff {P : Matrix n n ℤ} (hP : P.det ≠ 0) {W X : Matrix n n ℝ} :
    newLinear P W = X ↔ W * toReal P = toReal P * X := by
  obtain ⟨h1, h2⟩ := toReal_inv_cancel hP
  unfold newLinear
  constructor
  · rintro rfl
    rw [← mul_assoc, ← mul_assoc, h1, one_mul]
  · intro h
    rw [mul_assoc, h, ← mul_assoc, h2, one_mul]

/-- If `det P ≠ 0`, a pair `(V, v)` describes the operation `(W, w)` in the new coordinates if and
only if `V = P⁻¹ W P` and `v = P⁻¹ (w + (W - I) p)`. -/
theorem describes_iff {P : Matrix n n ℤ} (hP : P.det ≠ 0) (p : n → ℝ)
    (W V : Matrix n n ℝ) (w v : n → ℝ) :
    (∀ x', act W w (oldCoords P p x') = oldCoords P p (act V v x')) ↔
      V = newLinear P W ∧ v = newTranslation P p W w := by
  obtain ⟨h1, h2⟩ := toReal_inv_cancel hP
  -- the transformation law, by direct substitution
  have law : ∀ x', act W w (oldCoords P p x') =
      oldCoords P p (act (newLinear P W) (newTranslation P p W w) x') := by
    intro x'
    have a : toReal P *ᵥ (newLinear P W *ᵥ x') = W *ᵥ (toReal P *ᵥ x') := by
      rw [Matrix.mulVec_mulVec, Matrix.mulVec_mulVec, (newLinear_eq_iff hP).1 rfl]
    have b : ∀ y, toReal P *ᵥ ((toReal P)⁻¹ *ᵥ y) = y := by
      intro y
      rw [Matrix.mulVec_mulVec, h1, Matrix.one_mulVec]
    simp only [act, oldCoords, newTranslation, Matrix.mulVec_add, a, b,
      Matrix.sub_mulVec, Matrix.one_mulVec]
    abel
  constructor
  · intro h
    -- the change of coordinates is injective, so both descriptions agree at every point
    have e : ∀ x', V *ᵥ x' + v = newLinear P W *ᵥ x' + newTranslation P p W w := by
      intro x'
      have q := add_right_cancel ((h x').symm.trans (law x'))
      have r := congrArg (fun y => (toReal P)⁻¹ *ᵥ y) q
      simpa only [Matrix.mulVec_mulVec, h2, Matrix.one_mulVec, act] using r
    have hv : v = newTranslation P p W w := by simpa using e 0
    refine ⟨Matrix.toLin'.injective (LinearMap.ext fun x' => ?_), hv⟩
    have q := e x'
    rw [← hv] at q
    simpa only [Matrix.toLin'_apply] using add_right_cancel q
  · rintro ⟨rfl, rfl⟩
    exact law

/-- A matrix of determinant `1` or `-1` over the integers has an integer inverse. -/
theorem exists_integer_inverse {P : Matrix n n ℤ} (hP : P.det = 1 ∨ P.det = -1) :
    ∃ Q : Matrix n n ℤ, P * Q = 1 :=
  ⟨P⁻¹, Matrix.mul_nonsing_inv _ (Int.isUnit_iff.mpr hP)⟩

/-- Under a unimodular change of basis with origin shift `p`, the operation `(W, w)` is described
by exactly the pair `(P⁻¹ W P, P⁻¹ (w + (W - I) p))`, and `P⁻¹ W P` is integral exactly when
`W` is. -/
theorem unimodular_change_of_operation {P : Matrix n n ℤ} (hP : P.det = 1 ∨ P.det = -1)
    (p : n → ℝ) (W : Matrix n n ℝ) (w : n → ℝ) :
    (∀ V v, (∀ x', act W w (oldCoords P p x') = oldCoords P p (act V v x')) ↔
      V = newLinear P W ∧ v = newTranslation P p W w) ∧
    (IsIntegerMatrix (newLinear P W) ↔ IsIntegerMatrix W) := by
  have hd : P.det ≠ 0 := by omega
  obtain ⟨Q, hQ⟩ := exists_integer_inverse hP
  refine ⟨fun V v => describes_iff hd p W V w v, ?_, ?_⟩
  · rintro ⟨N, hN⟩
    have h := (newLinear_eq_iff hd).1 hN
    have hQ' : toReal P * toReal Q = 1 := by
      rw [← toReal_mul, hQ]
      exact map_one (Int.castRingHom ℝ).mapMatrix
    -- undo the conjugation with the integer inverse
    refine ⟨P * N * Q, ?_⟩
    rw [toReal_mul, toReal_mul, ← h, mul_assoc, hQ', mul_one]
  · rintro ⟨M, rfl⟩
    refine ⟨Q * M * P, (newLinear_eq_iff hd).2 ?_⟩
    rw [← toReal_mul, ← toReal_mul, ← mul_assoc, ← mul_assoc, hQ, one_mul]

/-- If `det P ≠ 0`, the transformed translation part vanishes exactly when the new origin `p` is a
fixed point of the operation. -/
theorem newTranslation_eq_zero_iff {P : Matrix n n ℤ} (hP : P.det ≠ 0) (p : n → ℝ)
    (W : Matrix n n ℝ) (w : n → ℝ) :
    newTranslation P p W w = 0 ↔ act W w p = p := by
  have e : w + (W - 1) *ᵥ p = act W w p - p := by
    rw [act, Matrix.sub_mulVec, Matrix.one_mulVec]
    abel
  rw [newTranslation, e]
  constructor
  · intro h
    have q := congrArg (fun y => toReal P *ᵥ y) h
    simp only [Matrix.mulVec_mulVec, (toReal_inv_cancel hP).1, Matrix.one_mulVec,
      Matrix.mulVec_zero] at q
    exact sub_eq_zero.1 q
  · intro h
    rw [h, sub_self, Matrix.mulVec_zero]

/-- An integer change of basis with nonzero determinant keeps every integer linear part integral if
and only if it is an integer multiple of an integer matrix of determinant `1` or `-1`. -/
theorem preserves_integrality_iff {P : Matrix n n ℤ} (hP : P.det ≠ 0) :
    (∀ M : Matrix n n ℤ, IsIntegerMatrix (newLinear P (toReal M))) ↔
      ∃ (g : ℤ) (U : Matrix n n ℤ), (U.det = 1 ∨ U.det = -1) ∧ P = g • U := by
  constructor
  · intro h
    -- testing on matrix units: all products of entries of P⁻¹ and P are integers
    have key : ∀ k i j l, ∃ z : ℤ, (toReal P)⁻¹ k i * (P j l : ℝ) = z := by
      intro k i j l
      obtain ⟨N, hN⟩ := h (Matrix.of fun a b => if a = i then (if b = j then 1 else 0) else 0)
      refine ⟨N k l, ?_⟩
      unfold newLinear at hN
      generalize (toReal P)⁻¹ = R at hN ⊢
      have e := congrFun (congrFun hN k) l
      simpa [toReal, Matrix.mul_apply] using e
    choose z hz using key
    -- g is, up to sign, the greatest common divisor of the entries of P
    obtain ⟨g, hg⟩ := (IsPrincipalIdealRing.principal
      (Ideal.span (Set.range fun q : n × n => P q.1 q.2))).principal
    have hgm : g ∈ Ideal.span (Set.range fun q : n × n => P q.1 q.2) := by
      rw [hg]
      exact Submodule.mem_span_singleton_self g
    obtain ⟨c, hc⟩ := Ideal.mem_span_range_iff_exists_fun.1 hgm
    have hdiv : ∀ a b, ∃ u : ℤ, P a b = g * u := by
      intro a b
      have hm : P a b ∈ Ideal.span (Set.range fun q : n × n => P q.1 q.2) :=
        Ideal.subset_span ⟨(a, b), rfl⟩
      rw [hg] at hm
      obtain ⟨u, hu⟩ := Submodule.mem_span_singleton.1 hm
      exact ⟨u, by rw [← hu, smul_eq_mul, mul_comm]⟩
    choose u hu using hdiv
    let V : Matrix n n ℤ := Matrix.of fun k i => ∑ q : n × n, c q * z k i q.1 q.2
    have hV : toReal V = (g : ℝ) • (toReal P)⁻¹ := by
      ext k i
      change ((∑ q : n × n, c q * z k i q.1 q.2 : ℤ) : ℝ) = (g : ℝ) * (toReal P)⁻¹ k i
      rw [← hc]
      push_cast
      rw [Finset.sum_mul]
      refine Finset.sum_congr rfl fun q _ => ?_
      rw [← hz k i q.1 q.2]
      ring
    have hU : toReal P = (g : ℝ) • toReal (Matrix.of u) := by
      ext a b
      change (P a b : ℝ) = (g : ℝ) * (u a b : ℝ)
      exact_mod_cast hu a b
    -- P / g and g P⁻¹ are mutually inverse integer matrices
    have hUV : toReal (Matrix.of u * V) = 1 := by
      rw [toReal_mul, hV, Matrix.mul_smul, ← Matrix.smul_mul, ← hU, (toReal_inv_cancel hP).1]
    have hdet : (Matrix.of u * V).det = 1 := by
      have q := toReal_det (Matrix.of u * V)
      rw [hUV, Matrix.det_one] at q
      exact_mod_cast q.symm
    rw [Matrix.det_mul] at hdet
    refine ⟨g, Matrix.of u, Int.eq_one_or_neg_one_of_mul_eq_one hdet, ?_⟩
    ext a b
    exact hu a b
  · rintro ⟨g, U, hU, rfl⟩ M
    obtain ⟨Q, hQ⟩ := exists_integer_inverse hU
    refine ⟨Q * M * U, (newLinear_eq_iff hP).2 ?_⟩
    rw [← toReal_mul, ← toReal_mul, Matrix.mul_smul, Matrix.smul_mul, ← mul_assoc,
      ← mul_assoc, hQ, one_mul]

end

end UnimodularBasisChange
```

```lean
#print axioms UnimodularBasisChange.unimodular_change_of_operation
#print axioms UnimodularBasisChange.newTranslation_eq_zero_iff
#print axioms UnimodularBasisChange.preserves_integrality_iff
```

```
'UnimodularBasisChange.unimodular_change_of_operation' depends on axioms: [propext, Classical.choice, Quot.sound]
'UnimodularBasisChange.newTranslation_eq_zero_iff' depends on axioms: [propext, Classical.choice, Quot.sound]
'UnimodularBasisChange.preserves_integrality_iff' depends on axioms: [propext, Classical.choice, Quot.sound]
```

## Reading the theorems, and their limits

The finite type `n` indexes the axes. `toReal` reads an integer matrix over the reals, and `IsIntegerMatrix` says that a real matrix arises this way. `act` is the operation and `oldCoords` the coordinate change.

`describes_iff` needs only `P.det ≠ 0`. Its step `law` is the substitution, and `e` is the agreement at every x'. `newLinear_eq_iff` replaces V = P⁻¹ W P by W P = P V, which `unimodular_change_of_operation` uses to pass integrality both ways. In `preserves_integrality_iff`, `key` is the single-entry test and `V` is g P⁻¹.

That last theorem quantifies over all integer matrices. A particular symmetry group may stay integral under a P that is not of this form: P = [2 0; 0 1] leaves [1 0; 0 −1] unchanged, but turns [0 1; 1 0] into [0 1/2; 2 0].

There is no metric, so W need not be an isometry, or even invertible. A fractional P, as in passing from a centred to a primitive cell, is not covered, and neither is floating-point rounding.

Had P been taken as an invertible element of the integer matrix ring, its integer inverse would have come with it and integrality would follow at once. The criterion for general integer P would then have needed a separate setting.
